# Photon energy and angular deviation in two-photon annihilation at total energy 2m

An electron–positron pair annihilates into two photons, and the energy \(w\) of the photon leaving in a given direction can be modelled by a closed formula or as any number that obeys the conservation laws. Here the laws are the definition, and the formula is a theorem.

Let the pair have total energy \(2m\) and momentum \(P\), with \(c=1\) and \(m\) the electron rest energy. One photon has momentum \(wn\), with \(\|n\|=1\) and \(w>0\); the other has \(k_2=P-wn\). If \(\|P\|<2m\), then

\[
w+\|k_2\|=2m \iff w=\frac{4m^2-\|P\|^2}{4m-2P\cdot n}.
\]

For \(P=\varepsilon p\), with \(p\) fixed and \(\varepsilon\) a real scale factor (not a polarisation), the derivatives at \(\varepsilon=0\) are

\[
\frac{dw}{d\varepsilon}=\frac{p\cdot n}{2},\qquad
\frac{d}{d\varepsilon}\frac{k_2}{\|k_2\|}=\frac{p-(p\cdot n)n}{m}.
\]

## From pair momentum to detector signal

Simulations of positron annihilation in matter can use these relations to turn a computed electron–positron momentum density into Doppler and angular-correlation spectra, provided that the pair energy is taken as \(2m\). To first order in the pair momentum, the component along \(n\) shifts the photon energy and the transverse component tilts the second photon away from \(-n\).

## Squaring the energy balance

Expanding the norm gives \(\|k_2\|^2=\|P\|^2-2wP\cdot n+w^2\). Energy conservation makes this equal to \((2m-w)^2=4m^2-4mw+w^2\). The \(w^2\) terms cancel:

\[
w(4m-2P\cdot n)=4m^2-\|P\|^2.
\]

Since \(P\cdot n\le\|P\|<2m\), the bracket is positive, which gives the formula. Conversely, the formula gives \(w>0\) and

\[
(2m-w)(4m-2P\cdot n)=\|P-2mn\|^2\ge0,
\]

so \(2m-w\ge0\), and equality of the squares gives \(\|k_2\|=2m-w\).

With \(P=\varepsilon p\), the numerator has value \(4m^2\) and derivative \(0\) at \(\varepsilon=0\); the denominator has value \(4m\) and derivative \(-2p\cdot n\). The quotient rule gives

\[
w'(0)=\frac{4m^2\cdot 2p\cdot n}{16m^2}=\frac{p\cdot n}{2}.
\]

For the direction, write \(k_2/\|k_2\|=k_2/(2m-w)\). At zero, \(w=m\), \(k_2=-mn\) and \(k_2'=p-\tfrac12(p\cdot n)n\), so the product rule gives

\[
\frac{p\cdot n}{2m^2}(-mn)+\frac1m\left(p-\frac{p\cdot n}{2}n\right)
=\frac{p-(p\cdot n)n}{m}.
\]

Two further relations follow from the same balance. Subtracting \(\|wn+k_2\|^2=\|P\|^2\) from \((w+\|k_2\|)^2=4m^2\) gives the invariant \(2(w\|k_2\|-wn\cdot k_2)=4m^2-\|P\|^2\). The triangle inequality gives \(|\|k_2\|-w|\le\|P\|\), hence \(|w-m|\le\|P\|/2\). For \(P=qn\) with \(|q|<2m\), the energy \(w=m+q/2\) attains this bound, since \(\|k_2\|=m-q/2\).

In Lean 4 with Mathlib:

```lean
import Mathlib

open Topology

namespace TwoPhotonAnnihilation

noncomputable section

variable {V : Type*} [NormedAddCommGroup V] [InnerProductSpace ℝ V]

/-- Momentum of the second photon when a pair of momentum `P` emits a first photon of energy `w`
along `n`, which is meant to be a unit vector. -/
def secondPhoton (P n : V) (w : ℝ) : V := P - w • n

/-- Energy balance of two-photon annihilation: a pair of total energy `2m` and momentum `P` emits a
photon of energy `w > 0` along `n`, which is meant to be a unit vector, and the second photon
carries the rest. -/
def IsPhotonPair (m : ℝ) (P n : V) (w : ℝ) : Prop :=
  0 < w ∧ w + ‖secondPhoton P n w‖ = 2 * m

/-- Direction of flight of a photon with nonzero momentum `k`. -/
def direction (k : V) : V := ‖k‖⁻¹ • k

/-- Squared energy of the second photon, for a unit vector `n`. -/
theorem secondPhoton_norm_sq {n : V} (hn : ‖n‖ = 1) (P : V) (w : ℝ) :
    ‖secondPhoton P n w‖ ^ 2 = ‖P‖ ^ 2 - 2 * w * inner ℝ P n + w ^ 2 := by
  rw [secondPhoton, norm_sub_sq_real, real_inner_smul_right, norm_smul, hn, mul_one,
    Real.norm_eq_abs, sq_abs]
  ring

/-- For a pair of total energy `2m` with `‖P‖ < 2m` and a unit vector `n`, the conservation laws
hold for exactly one photon energy along `n`, namely `(4m² - ‖P‖²) / (4m - 2 P·n)`. -/
theorem isPhotonPair_iff {m w : ℝ} {P n : V} (hn : ‖n‖ = 1) (hP : ‖P‖ < 2 * m) :
    IsPhotonPair m P n w ↔
      w = (4 * m ^ 2 - ‖P‖ ^ 2) / (4 * m - 2 * inner ℝ P n) := by
  have hd : 0 < 4 * m - 2 * inner ℝ P n := by
    have h := real_inner_le_norm P n
    rw [hn, mul_one] at h
    linarith
  have hs := secondPhoton_norm_sq hn P w
  constructor
  · rintro ⟨_, h⟩
    have hk : ‖secondPhoton P n w‖ = 2 * m - w := by linarith
    rw [hk] at hs
    rw [eq_div_iff hd.ne']
    -- the squares of `w` cancel
    linear_combination (-1) * hs
  · intro h
    have hpos : 0 < w := by
      rw [h]
      exact div_pos (by nlinarith [norm_nonneg P]) hd
    rw [eq_div_iff hd.ne'] at h
    -- the second photon has nonnegative energy
    have hle : w ≤ 2 * m := by
      refine le_of_mul_le_mul_right ?_ hd
      nlinarith [sq_nonneg ‖secondPhoton P n (2 * m)‖, secondPhoton_norm_sq hn P (2 * m)]
    have hk : ‖secondPhoton P n w‖ = 2 * m - w := by
      refine (sq_eq_sq₀ (norm_nonneg _) (by linarith)).mp ?_
      linear_combination hs + h
    exact ⟨hpos, by rw [hk]; ring⟩

/-- Squared invariant mass of the two photons: if `n` is a unit vector and `w` obeys the energy
balance `IsPhotonPair m P n w`, twice the Minkowski product of their four-momenta equals
`4m² - ‖P‖²`. -/
theorem invariant_mass {m w : ℝ} {P n : V} (hn : ‖n‖ = 1) (h : IsPhotonPair m P n w) :
    2 * (w * ‖secondPhoton P n w‖ - inner ℝ (w • n) (secondPhoton P n w))
      = 4 * m ^ 2 - ‖P‖ ^ 2 := by
  have hs := secondPhoton_norm_sq hn P w
  have hk : ‖secondPhoton P n w‖ = 2 * m - w := by linarith [h.2]
  have hi : inner ℝ (w • n) (secondPhoton P n w) = w * inner ℝ P n - w ^ 2 := by
    rw [secondPhoton, inner_sub_right, real_inner_smul_left, real_inner_smul_left,
      real_inner_smul_right, real_inner_self_eq_norm_sq, hn, real_inner_comm P n]
    ring
  rw [hk] at hs
  rw [hi, hk]
  linear_combination (-1) * hs

/-- Doppler window: a photon emitted along a unit vector `n` by a pair of total energy `2m` has an
energy that differs from `m` by at most half the momentum of the pair. -/
theorem doppler_window {m w : ℝ} {P n : V} (hn : ‖n‖ = 1) (h : IsPhotonPair m P n w) :
    |w - m| ≤ ‖P‖ / 2 := by
  obtain ⟨hpos, he⟩ := h
  have hw : ‖w • n‖ = w := by rw [norm_smul, hn, mul_one, Real.norm_eq_abs, abs_of_pos hpos]
  have h1 : ‖secondPhoton P n w‖ ≤ ‖P‖ + ‖w • n‖ := norm_sub_le _ _
  have h2 : ‖w • n‖ - ‖P‖ ≤ ‖secondPhoton P n w‖ := by
    rw [secondPhoton, norm_sub_rev]
    exact norm_sub_norm_le _ _
  rw [abs_le]
  constructor <;> linarith

/-- A pair of total energy `2m` moving along the unit vector `n` with signed momentum `q`,
`|q| < 2m`, can emit a photon of energy `m + q/2` along `n`. -/
theorem collinear_emission {m q : ℝ} {n : V} (hn : ‖n‖ = 1) (hq : |q| < 2 * m) :
    IsPhotonPair m (q • n) n (m + q / 2) := by
  obtain ⟨h1, h2⟩ := abs_lt.1 hq
  have hk : secondPhoton (q • n) n (m + q / 2) = (q / 2 - m) • n := by
    unfold secondPhoton
    module
  refine ⟨by linarith, ?_⟩
  rw [hk, norm_smul, hn, Real.norm_eq_abs, abs_of_neg (by linarith)]
  ring

omit [InnerProductSpace ℝ V] in
/-- The condition `|ε| ‖p‖ < 2m` holds for all small `ε` when `m > 0`. -/
theorem eventually_slow {m : ℝ} (hm : 0 < m) (p : V) :
    ∀ᶠ ε in 𝓝 (0 : ℝ), |ε| * ‖p‖ < 2 * m :=
  (isOpen_lt (continuous_abs.mul continuous_const) continuous_const).mem_nhds (by simp [hm])

/-- Doppler shift: if a pair of total energy `2m > 0` and momentum `ε p` emits a photon of energy
`w ε` along the unit vector `n` whenever `|ε| ‖p‖ < 2m`, then `dw/dε = p·n / 2` at `ε = 0`. -/
theorem doppler_shift {m : ℝ} {p n : V} {w : ℝ → ℝ} (hm : 0 < m) (hn : ‖n‖ = 1)
    (hw : ∀ ε : ℝ, |ε| * ‖p‖ < 2 * m → IsPhotonPair m (ε • p) n (w ε)) :
    HasDerivAt w (inner ℝ p n / 2) 0 := by
  have h1 : HasDerivAt (fun ε : ℝ => 4 * m ^ 2 - ε ^ 2 * ‖p‖ ^ 2) 0 0 :=
    (((hasDerivAt_pow 2 (0 : ℝ)).mul_const (‖p‖ ^ 2)).const_sub (4 * m ^ 2)).congr_deriv
      (by simp)
  have h2 : HasDerivAt (fun ε : ℝ => 4 * m - 2 * ε * inner ℝ p n) (-(2 * inner ℝ p n)) 0 :=
    ((((hasDerivAt_id' (0 : ℝ)).const_mul 2).mul_const (inner ℝ p n)).const_sub
      (4 * m)).congr_deriv (by ring)
  have hF : HasDerivAt (fun ε : ℝ => (4 * m ^ 2 - ε ^ 2 * ‖p‖ ^ 2) /
      (4 * m - 2 * ε * inner ℝ p n)) (inner ℝ p n / 2) 0 :=
    (h1.fun_div h2 (by simp [hm.ne'])).congr_deriv (by
      rw [div_eq_iff (by simp [hm.ne'])]
      ring)
  -- near `ε = 0` the conservation laws force `w` to be this quotient
  refine hF.congr_of_eventuallyEq ?_
  filter_upwards [eventually_slow hm p] with ε hε
  have hP : ‖ε • p‖ < 2 * m := by rwa [norm_smul, Real.norm_eq_abs]
  rw [(isPhotonPair_iff hn hP).1 (hw ε hε), norm_smul, real_inner_smul_left, mul_pow,
    Real.norm_eq_abs, sq_abs]
  ring

/-- Angular deviation: if a pair of total energy `2m > 0` and momentum `ε p` emits a photon of
energy `w ε` along the unit vector `n` whenever `|ε| ‖p‖ < 2m`, then the direction of the second
photon has derivative `(p - (p·n) n) / m` at `ε = 0`. -/
theorem angular_deviation {m : ℝ} {p n : V} {w : ℝ → ℝ} (hm : 0 < m) (hn : ‖n‖ = 1)
    (hw : ∀ ε : ℝ, |ε| * ‖p‖ < 2 * m → IsPhotonPair m (ε • p) n (w ε)) :
    HasDerivAt (fun ε => direction (secondPhoton (ε • p) n (w ε)))
      (m⁻¹ • (p - (inner ℝ p n : ℝ) • n)) 0 := by
  have hd := doppler_shift hm hn hw
  -- at rest both photons have energy `m`
  have h0 : w 0 = m := by
    obtain ⟨hpos, h⟩ := hw 0 (by simp [hm])
    simp [secondPhoton, norm_smul, hn, abs_of_pos hpos] at h
    linarith
  have e : 2 * m - m = m := by ring
  have hv : HasDerivAt (fun ε : ℝ => secondPhoton (ε • p) n (w ε))
      (p - (inner ℝ p n / 2 : ℝ) • n) 0 :=
    (((hasDerivAt_id' (0 : ℝ)).smul_const p).fun_sub (hd.smul_const n)).congr_deriv
      (by rw [one_smul])
  have hs : HasDerivAt (fun ε : ℝ => (2 * m - w ε)⁻¹) (inner ℝ p n / 2 / m ^ 2) 0 :=
    ((hd.const_sub (2 * m)).fun_inv (by rw [h0, e]; exact hm.ne')).congr_deriv
      (by simp only [h0, e, neg_neg])
  have hq : inner ℝ p n / 2 / m ^ 2 * m = m⁻¹ * (inner ℝ p n / 2) := by
    field_simp
  have hprod : HasDerivAt (fun ε : ℝ => (2 * m - w ε)⁻¹ • secondPhoton (ε • p) n (w ε))
      (m⁻¹ • (p - (inner ℝ p n : ℝ) • n)) 0 :=
    (hs.fun_smul hv).congr_deriv (by
      simp only [secondPhoton, h0, e, zero_smul]
      rw [zero_sub, smul_neg, smul_smul, hq]
      module)
  -- energy conservation replaces the norm by `2m - w`
  refine hprod.congr_of_eventuallyEq ?_
  filter_upwards [eventually_slow hm p] with ε hε
  have hk : ‖secondPhoton (ε • p) n (w ε)‖ = 2 * m - w ε := by linarith [(hw ε hε).2]
  rw [direction, hk]

end

end TwoPhotonAnnihilation
```

```lean
#print axioms TwoPhotonAnnihilation.invariant_mass
#print axioms TwoPhotonAnnihilation.doppler_window
#print axioms TwoPhotonAnnihilation.collinear_emission
#print axioms TwoPhotonAnnihilation.angular_deviation
```

```
'TwoPhotonAnnihilation.invariant_mass' depends on axioms: [propext, Classical.choice, Quot.sound]
'TwoPhotonAnnihilation.doppler_window' depends on axioms: [propext, Classical.choice, Quot.sound]
'TwoPhotonAnnihilation.collinear_emission' depends on axioms: [propext, Classical.choice, Quot.sound]
'TwoPhotonAnnihilation.angular_deviation' depends on axioms: [propext, Classical.choice, Quot.sound]
```

## Conservation laws as hypotheses, and their reach

`V` is any real inner product space, including \(\mathbb R^3\), and `inner ℝ P n` is \(P\cdot n\). `IsPhotonPair` contains positivity of `w` and the energy balance; `secondPhoton` builds in momentum conservation. Masslessness enters by using the norm of a photon's momentum as its energy. The unit length of `n` is the separate hypothesis `hn`.

In `isPhotonPair_iff`, `linear_combination` performs the cancellation of squares, and `nlinarith` uses the norm expansion at `w = 2m` for the converse. `invariant_mass`, `doppler_window` and `collinear_emission` prove the further relations.

The two derivative theorems take any function `w` that obeys the laws whenever `|ε| * ‖p‖ < 2 * m`. Its differentiability is a conclusion. The device that permits this is `HasDerivAt.congr_of_eventuallyEq`: a function that agrees with a differentiable one throughout a neighbourhood of a point has the same derivative there. `eventually_slow` supplies the neighbourhood, and `filter_upwards` reduces the agreement to a single small `ε`. `doppler_shift` uses this to replace `w` by the quotient, and `angular_deviation` to replace the norm by `2 * m - w ε`.

The step to a real sample is the energy \(2m\), which is assumed and leaves out kinetic and binding energy. A free pair with \(P\ne0\) has more energy than this. The derivatives carry no error bound at finite \(\varepsilon\). The full quotient is exact within the energy model, but its second-order terms are of order \(\|P\|^2/m\), as is the kinetic energy of a free pair's overall motion, which the model leaves out. Annihilation rates and polarisations do not enter.
